# The magneto-optical gap bound \(E_g|C|\le 2\pi n/m\) for finitely many transitions obeying the f-sum rule

I would like to define \(C\) by a sum over finitely many optical transitions, and not by an integral of Berry curvature over a Brillouin zone. Transition \(j\) has energy \(E_j\ge E_g>0\) and complex dipole matrix elements \(a_j\) along \(x\) and \(b_j\) along \(y\), and

\[
\frac{C}{2\pi}=2\sum_j \operatorname{Im}(a_j\bar b_j),\qquad I^\pm_j=E_j|a_j\pm i b_j|^2 .
\]

Here \(I^\pm_j\) are the absorption strengths for the two circular polarisations. Suppose the f-sum rule \(\sum_j E_j(|a_j|^2+|b_j|^2)=n/m\) holds, with \(n\) the number of electrons per area and \(m\) the bare electron mass, in units with \(\hbar=1\). Then circular dichroism should measure \(C\), through \(\sum_j (I^+_j-I^-_j)/E_j=C/\pi\), and the gap should obey \(E_g|C|\le 2\pi n/m\). I also expect equality only when a single handedness is absorbed, and only at \(E_g\). Can this be made rigorous and checked by machine, including the equality case?

## Yes: the deficit in the bound is a sum of nonnegative terms

With \(C\) defined this way, the whole argument is algebra on each transition followed by a finite sum. Units have \(\hbar=1\), and the dipoles are position matrix elements divided by the square root of the sample area, so that \(n\) is a density per area.

### The dichroic sum

Expanding the square gives

\[
|a\pm ib|^2=|a|^2+|b|^2\pm 2\operatorname{Re}(a\,\overline{ib}),\qquad
\operatorname{Re}(a\,\overline{ib})=\operatorname{Re}(-i\,a\bar b)=\operatorname{Im}(a\bar b).
\]

Subtracting the two signs and multiplying by \(E_j\) gives \(I^+_j-I^-_j=4E_j\operatorname{Im}(a_j\bar b_j)\). Hence

\[
\sum_j\frac{I^+_j-I^-_j}{E_j}=4\sum_j\operatorname{Im}(a_j\bar b_j)=\frac{C}{\pi}.
\]

The polarisation vectors \((1,\pm i)\) used here have length \(\sqrt2\). With normalised vectors each \(I^\pm_j\) is halved, and the right-hand side becomes \(C/(2\pi)\).

### The bound for one sign of \(C\)

Write \(F=\sum_j E_j(|a_j|^2+|b_j|^2)\) and define the shortfall of a transition by

\[
s_j=(E_j-E_g)(|a_j|^2+|b_j|^2)+E_g|a_j-ib_j|^2 .
\]

Both parts are nonnegative. The first is the cost of absorbing above \(E_g\), the second that of absorbing the \(I^-\) polarisation. Expanding the last square, the terms \(\pm E_g(|a_j|^2+|b_j|^2)\) cancel:

\[
s_j=E_j(|a_j|^2+|b_j|^2)-2E_g\operatorname{Im}(a_j\bar b_j).
\]

Summing over \(j\) and multiplying by \(2\pi\) gives

\[
2\pi F-E_gC=2\pi\sum_j s_j\ge 0 .
\]

### Equality, and the other sign

Equality \(E_gC=2\pi F\) means that every \(s_j\) vanishes, and so do both its parts. The second part gives \(a_j-ib_j=0\), hence \(I^-_j=0\). The first gives either \(E_j=E_g\) or \(a_j=b_j=0\), and in the latter case \(I^+_j=0\). So wherever \(I^+_j\ne0\), the energy is \(E_g\).

Conversely, let \(I^-_j=0\) for all \(j\), and let \(I^+_j\) be nonzero only at \(E_j=E_g\). Since \(E_j>0\), the second part of \(s_j\) vanishes. If \(I^+_j\ne0\), the first part vanishes because \(E_j=E_g\). If \(I^+_j=0\), both circular amplitudes are zero, and adding their squares gives \(|a_j|^2+|b_j|^2=0\). Every shortfall is therefore zero.

The reflection \(b_j\to-b_j\) exchanges \(I^+\) and \(I^-\), reverses \(C\) and preserves \(F\). Applied to the reflected system, the same argument gives \(-E_gC\le2\pi F\), with the handednesses exchanged in the equality condition. Since \(|C|\) is either \(C\) or \(-C\), and \(F=n/m\), the two results combine into

\[
E_g|C|\le\frac{2\pi n}{m}.
\]

Here is the complete Lean file.

```lean
import Mathlib

open scoped Real ComplexConjugate

namespace MagnetoOptics

noncomputable section

/-- A family of optical transitions with energies `E` and complex dipole matrix elements
`a` (along x) and `b` (along y). -/
structure Transitions (ι : Type*) where
  E : ι → ℝ
  a : ι → ℂ
  b : ι → ℂ

namespace Transitions

variable {ι : Type*}

/-- Absorption strength `I⁺ = E |a + i b|²` of a transition for one circular polarisation. -/
def absPlus (T : Transitions ι) (j : ι) : ℝ :=
  T.E j * ‖T.a j + Complex.I * T.b j‖ ^ 2

/-- Absorption strength `I⁻ = E |a - i b|²` for the opposite circular polarisation. -/
def absMinus (T : Transitions ι) (j : ι) : ℝ :=
  T.E j * ‖T.a j - Complex.I * T.b j‖ ^ 2

/-- The constant `C`, given by `C / 2π = 2 ∑ Im (a conj b)`. -/
def chern [Fintype ι] (T : Transitions ι) : ℝ :=
  2 * π * (2 * ∑ j, (T.a j * conj (T.b j)).im)

/-- The energy-weighted dipole strength `∑ E (|a|² + |b|²)` of the f-sum rule. -/
def fSum [Fintype ι] (T : Transitions ι) : ℝ :=
  ∑ j, T.E j * (‖T.a j‖ ^ 2 + ‖T.b j‖ ^ 2)

/-- The mirror image of the system, in which the y dipoles change sign. -/
def mirror (T : Transitions ι) : Transitions ι :=
  ⟨T.E, T.a, fun j => -T.b j⟩

/-- The shortfall of a transition: a part from absorbing above `Eg` and a part from
absorbing the `I⁻` polarisation. -/
def shortfall (T : Transitions ι) (Eg : ℝ) (j : ι) : ℝ :=
  (T.E j - Eg) * (‖T.a j‖ ^ 2 + ‖T.b j‖ ^ 2) + Eg * ‖T.a j - Complex.I * T.b j‖ ^ 2

end Transitions

open Transitions

variable {ι : Type*} [Fintype ι]

/-- The two circular dipole strengths are the total linear strength plus or minus
`2 Im (a conj b)`. -/
theorem circular_strengths (a b : ℂ) :
    ‖a + Complex.I * b‖ ^ 2 = ‖a‖ ^ 2 + ‖b‖ ^ 2 + 2 * (a * conj b).im ∧
    ‖a - Complex.I * b‖ ^ 2 = ‖a‖ ^ 2 + ‖b‖ ^ 2 - 2 * (a * conj b).im := by
  constructor <;>
  · simp only [Complex.sq_norm, Complex.normSq_apply, Complex.add_re, Complex.add_im,
      Complex.sub_re, Complex.sub_im, Complex.mul_re, Complex.mul_im, Complex.I_re,
      Complex.I_im, Complex.conj_re, Complex.conj_im]
    ring

/-- Dichroic sum rule: the difference of the two circular absorption strengths, weighted by
the inverse transition energy, sums to `C / π`. -/
theorem dichroic_sum_rule (T : Transitions ι) (hE : ∀ j, T.E j ≠ 0) :
    ∑ j, (T.absPlus j - T.absMinus j) / T.E j = T.chern / π := by
  have h : ∀ j, (T.absPlus j - T.absMinus j) / T.E j = 4 * (T.a j * conj (T.b j)).im := by
    intro j
    obtain ⟨hp, hm⟩ := circular_strengths (T.a j) (T.b j)
    rw [absPlus, absMinus, hp, hm, div_eq_iff (hE j)]
    ring
  rw [Finset.sum_congr rfl (fun j _ => h j), ← Finset.mul_sum, chern,
    eq_div_iff Real.pi_ne_zero]
  ring

/-- Reflection exchanges the two circular absorption strengths, reverses `C` and keeps the
f-sum. -/
theorem mirror_exchanges (T : Transitions ι) :
    (∀ j, T.mirror.absPlus j = T.absMinus j) ∧ (∀ j, T.mirror.absMinus j = T.absPlus j) ∧
    T.mirror.chern = -T.chern ∧ T.mirror.fSum = T.fSum := by
  refine ⟨fun j => ?_, fun j => ?_, ?_, ?_⟩
  · simp [mirror, absPlus, absMinus, sub_eq_add_neg]
  · simp [mirror, absPlus, absMinus]
  · simp only [mirror, chern, map_neg, mul_neg, Complex.neg_im, Finset.sum_neg_distrib]
  · simp only [mirror, fSum, norm_neg]

/-- The signed difference `2π` times the f-sum minus `Eg C` is `2π` times the total shortfall. -/
theorem total_shortfall (T : Transitions ι) (Eg : ℝ) :
    2 * π * T.fSum - Eg * T.chern = 2 * π * ∑ j, T.shortfall Eg j := by
  have h : ∑ j, T.shortfall Eg j
      = T.fSum - 2 * Eg * ∑ j, (T.a j * conj (T.b j)).im := by
    rw [fSum, Finset.mul_sum, ← Finset.sum_sub_distrib]
    refine Finset.sum_congr rfl fun j _ => ?_
    rw [shortfall, (circular_strengths (T.a j) (T.b j)).2]
    ring
  rw [h, chern]
  ring

/-- With all transitions at or above `Eg > 0`, `Eg C` is at most `2π` times the f-sum, with
equality exactly when `I⁻` vanishes throughout and `I⁺` is nonzero only at `Eg`. -/
theorem one_sided_bound (T : Transitions ι) {Eg : ℝ} (hEg : 0 < Eg)
    (hE : ∀ j, Eg ≤ T.E j) :
    Eg * T.chern ≤ 2 * π * T.fSum ∧
    (Eg * T.chern = 2 * π * T.fSum ↔
      ∀ j, T.absMinus j = 0 ∧ (T.absPlus j ≠ 0 → T.E j = Eg)) := by
  have key := total_shortfall T Eg
  have n1 : ∀ j, 0 ≤ (T.E j - Eg) * (‖T.a j‖ ^ 2 + ‖T.b j‖ ^ 2) := fun j =>
    mul_nonneg (sub_nonneg.2 (hE j)) (by positivity)
  have n2 : ∀ j, 0 ≤ Eg * ‖T.a j - Complex.I * T.b j‖ ^ 2 := fun j => by positivity
  have hnn : ∀ j ∈ Finset.univ, 0 ≤ T.shortfall Eg j := fun j _ => add_nonneg (n1 j) (n2 j)
  refine ⟨?_, fun h j => ?_, fun h => ?_⟩
  · have := mul_nonneg Real.two_pi_pos.le (Finset.sum_nonneg hnn)
    linarith
  · -- saturation forces every shortfall, and both of its parts, to vanish
    have hs : 2 * π * ∑ j, T.shortfall Eg j = 0 := by linarith
    have hs' := (mul_eq_zero.1 hs).resolve_left Real.two_pi_pos.ne'
    have h0 := (Finset.sum_eq_zero_iff_of_nonneg hnn).1 hs' j (Finset.mem_univ j)
    rw [shortfall] at h0
    have e1 : (T.E j - Eg) * (‖T.a j‖ ^ 2 + ‖T.b j‖ ^ 2) = 0 := by linarith [n1 j, n2 j]
    have e2 : Eg * ‖T.a j - Complex.I * T.b j‖ ^ 2 = 0 := by linarith [n1 j, n2 j]
    have hm := (mul_eq_zero.1 e2).resolve_left hEg.ne'
    refine ⟨by rw [absMinus, hm, mul_zero], fun hp => ?_⟩
    rcases mul_eq_zero.1 e1 with h1 | h1
    · linarith
    · obtain ⟨c1, c2⟩ := circular_strengths (T.a j) (T.b j)
      have h2 : ‖T.a j + Complex.I * T.b j‖ ^ 2 = 0 := by linarith
      exact absurd (by rw [absPlus, h2, mul_zero]) hp
  · -- conversely no transition has a shortfall
    have hz : ∑ j, T.shortfall Eg j = 0 := by
      refine Finset.sum_eq_zero fun j _ => ?_
      obtain ⟨h1, h2⟩ := h j
      have hj : T.E j ≠ 0 := (hEg.trans_le (hE j)).ne'
      have hm := (mul_eq_zero.1 h1).resolve_left hj
      rw [shortfall, hm]
      by_cases hp : T.absPlus j = 0
      · have hp' := (mul_eq_zero.1 hp).resolve_left hj
        obtain ⟨c1, c2⟩ := circular_strengths (T.a j) (T.b j)
        have h3 : ‖T.a j‖ ^ 2 + ‖T.b j‖ ^ 2 = 0 := by linarith
        rw [h3]
        ring
      · rw [h2 hp]
        ring
    rw [hz, mul_zero] at key
    linarith

/-- For transitions at or above `Eg > 0` obeying the f-sum rule with density `n` and mass `m`,
the dichroic sum is `C / π` and `Eg |C| ≤ 2π n / m`. Equality holds exactly when one
handedness is not absorbed at all and the other is absorbed only at `Eg`. -/
theorem magneto_optical_gap_bound (T : Transitions ι) {Eg n m : ℝ} (hEg : 0 < Eg)
    (hE : ∀ j, Eg ≤ T.E j) (hm : 0 < m) (hf : m * T.fSum = n) :
    ∑ j, (T.absPlus j - T.absMinus j) / T.E j = T.chern / π ∧
    Eg * |T.chern| ≤ 2 * π * (n / m) ∧
    (Eg * |T.chern| = 2 * π * (n / m) ↔
      (∀ j, T.absMinus j = 0 ∧ (T.absPlus j ≠ 0 → T.E j = Eg)) ∨
      (∀ j, T.absPlus j = 0 ∧ (T.absMinus j ≠ 0 → T.E j = Eg))) := by
  have hS : n / m = T.fSum := by
    rw [div_eq_iff hm.ne', ← hf, mul_comm]
  obtain ⟨b1, s1⟩ := one_sided_bound T hEg hE
  -- the opposite sign of `C` is the same statement for the mirror image
  obtain ⟨b2, s2⟩ := one_sided_bound T.mirror hEg hE
  obtain ⟨m1, m2, m3, m4⟩ := mirror_exchanges T
  have mE : ∀ j, T.mirror.E j = T.E j := fun _ => rfl
  rw [m3, m4] at b2
  simp only [m1, m2, m3, m4, mE] at s2
  refine ⟨dichroic_sum_rule T fun j => (hEg.trans_le (hE j)).ne', ?_, ?_⟩
  · rw [hS]
    rcases abs_choice T.chern with h | h <;> rw [h] <;> assumption
  · rw [hS, ← s1, ← s2]
    constructor
    · intro h
      rcases abs_choice T.chern with h' | h' <;> rw [h'] at h
      · exact Or.inl h
      · exact Or.inr h
    · have hb : Eg * |T.chern| ≤ 2 * π * T.fSum := by
        rcases abs_choice T.chern with h | h <;> rw [h] <;> assumption
      rintro (h | h)
      · exact le_antisymm hb (h ▸ mul_le_mul_of_nonneg_left (le_abs_self _) hEg.le)
      · exact le_antisymm hb (h ▸ mul_le_mul_of_nonneg_left (neg_le_abs _) hEg.le)

/-- If `C` is nonzero, the gap is at most `2π n / (m |C|)`. -/
theorem gap_le_of_chern_ne_zero (T : Transitions ι) {Eg n m : ℝ} (hEg : 0 < Eg)
    (hE : ∀ j, Eg ≤ T.E j) (hm : 0 < m) (hf : m * T.fSum = n) (hC : T.chern ≠ 0) :
    Eg ≤ 2 * π * (n / m) / |T.chern| := by
  rw [le_div_iff₀ (abs_pos.2 hC)]
  exact (magneto_optical_gap_bound T hEg hE hm hf).2.1

/-- A single transition at energy `Eg` with dipoles `a = 1` and `b = -i`. -/
def circularTransition (Eg : ℝ) : Transitions Unit :=
  ⟨fun _ => Eg, fun _ => 1, fun _ => -Complex.I⟩

/-- The single circular transition has `C = 4π`, and its `Eg |C|` equals `2π` times its
f-sum. -/
theorem circularTransition_saturates (Eg : ℝ) :
    (circularTransition Eg).chern = 4 * π ∧
    Eg * |(circularTransition Eg).chern| = 2 * π * (circularTransition Eg).fSum := by
  have hC : (circularTransition Eg).chern = 4 * π := by
    simp [chern, circularTransition]
    ring
  have hF : (circularTransition Eg).fSum = Eg * (1 + 1) := by
    simp [fSum, circularTransition]
  refine ⟨hC, ?_⟩
  rw [hC, hF, abs_of_pos (by positivity)]
  ring

end

end MagnetoOptics
```

```lean
#print axioms MagnetoOptics.magneto_optical_gap_bound
#print axioms MagnetoOptics.gap_le_of_chern_ne_zero
#print axioms MagnetoOptics.circularTransition_saturates
```

```
'MagnetoOptics.magneto_optical_gap_bound' depends on axioms: [propext, Classical.choice, Quot.sound]
'MagnetoOptics.gap_le_of_chern_ne_zero' depends on axioms: [propext, Classical.choice, Quot.sound]
'MagnetoOptics.circularTransition_saturates' depends on axioms: [propext, Classical.choice, Quot.sound]
```

### What the theorems say about the physics

`Transitions ι` stores the energies `E` and the dipoles `a` and `b`, labelled by a finite type `ι`. The definitions `absPlus`, `absMinus`, `chern` and `fSum` are \(I^+_j\), \(I^-_j\), \(C\) and \(F\). Which sign is called left-handed is left open.

The main theorem, `magneto_optical_gap_bound`, assumes `0 < Eg`, `Eg ≤ T.E j` for every transition, `0 < m` and the f-sum rule in the form `m * T.fSum = n`. It concludes the dichroic sum rule, the bound on \(E_g|C|\), and an equivalence for equality. The equivalence has two alternatives, one for each handedness: one strength is zero for every transition, and the other is nonzero only where the energy equals `Eg`. Transitions with zero dipoles may lie at any energy above `Eg`, and a system that absorbs nothing satisfies both alternatives, with \(C=n=0\).

`Eg` is any positive lower bound on the energies, so it may be taken as the lowest transition energy. For \(C\ne0\), `gap_le_of_chern_ne_zero` then reads

\[
E_g\le\frac{2\pi n}{m|C|}.
\]

The f-sum rule is assumed, not derived. It stands for the canonical commutator of position and momentum, for electrons with kinetic energy \((\mathbf p-q\mathbf A)^2/2m\) in a local potential, together with a complete set of final states. Here \(q\) is the charge of the electron and \(\mathbf A\) the vector potential of a magnetic field. An insulator with time-reversal symmetry has \(C=0\), so a nonzero \(C\) requires a magnetic field or another source of broken time reversal. A finite set of transitions generally captures only part of that sum, so the assumption is a real idealisation.

Despite its name, `chern` is a real number built from dipoles. The file contains no Hamiltonian, band structure or Berry curvature, and it does not show that \(C\) is an integer. The example `circularTransition` makes this concrete: one transition with \(a=1\) and \(b=-i\) has \(C=4\pi\). It has \(I^-=0\) and \(I^+=4E_g\), or \(2E_g\) with a normalised polarisation vector, and `circularTransition_saturates` confirms that \(E_g|C|=2\pi F\).

The link to the Chern number is made in a periodic two-dimensional insulator of non-interacting electrons. There the sum runs over all transitions from filled to empty bands at every crystal momentum, and in the limit of a large crystal \(C\) is the Chern number up to a sign convention. For \(C\ne0\) the inequality then sets an upper limit on the optical gap in terms of the density of all electrons, their bare mass and \(|C|\), which the actual gap need not reach. The version proved here is for a finite list of transitions.

### How the Lean proof follows the algebra

`circular_strengths` is the expansion of \(|a\pm ib|^2\). `simp only` writes both sides in real and imaginary parts, and `ring` compares the resulting polynomials. `dichroic_sum_rule` uses it to reduce each summand to \(4\operatorname{Im}(a_j\bar b_j)\), then takes the factor 4 out of the sum. It needs only nonzero energies.

`total_shortfall` is the identity \(2\pi F-E_gC=2\pi\sum_j s_j\), valid for any real `Eg`. In `one_sided_bound`, the facts `n1` and `n2` state that the two parts of \(s_j\) are nonnegative, and `linarith` turns the nonnegative total into the inequality. For equality, `Finset.sum_eq_zero_iff_of_nonneg` passes from a vanishing sum to vanishing terms, and `linarith` separates each term into its two parts. The case split on `mul_eq_zero.1 e1` is the choice between \(E_j=E_g\) and zero dipoles. In the converse, `by_cases` on `T.absPlus j = 0` distinguishes dark transitions from absorbing ones, which lie at \(E_g\) by hypothesis.

`mirror_exchanges` records the effect of \(b\to-b\). The main theorem applies `one_sided_bound` to both `T` and `T.mirror`, and rewrites the second result in terms of the original system. `abs_choice` then supplies the two cases \(|C|=C\) and \(|C|=-C\). For the converse of the equality statement, saturation for either sign gives \(E_g|C|\ge2\pi F\), because \(|C|\) is at least \(C\) and at least \(-C\); `le_antisymm` joins this to the upper bound.
